# The Gelfand invariants tr(E^m) commute with every unitary-group generator E(k,l)

Take two orbitals and four operators E(1,1), E(1,2), E(2,1), E(2,2) with the commutators

[E(i,j), E(k,l)] = δ(j,k) E(i,l) − δ(i,l) E(k,j),

where δ is the Kronecker delta. Collect them in a 2 × 2 matrix E and form

tr(E²) = E(1,1)² + E(1,2)E(2,1) + E(2,1)E(1,2) + E(2,2)².

I commuted each of the four terms with E(1,2) and got

[E(1,1)², E(1,2)] = E(1,1)E(1,2) + E(1,2)E(1,1)

[E(1,2)E(2,1), E(1,2)] = E(1,2)E(2,2) − E(1,2)E(1,1)

[E(2,1)E(1,2), E(1,2)] = E(2,2)E(1,2) − E(1,1)E(1,2)

[E(2,2)², E(1,2)] = −E(2,2)E(1,2) − E(1,2)E(2,2).

No single line vanishes, but the sum does, and the products cancel in pairs without ever being reordered. In the unitary group approach to electron correlation the same is said of tr(E^m) for every m and any finite number of orbitals, and these traces are called Gelfand invariants. How do I prove that from the commutators alone, and can the proof be written so that a machine checks it?

## Matrix multiplication preserves the commutation rule

Two of the four pairs in your sum cancel before the trace is taken: E(1,2)E(1,1) within the entry (E²)(1,1), and E(2,2)E(1,2) within the entry (E²)(2,2). The other two pairs cancel only when these entries are added. The first kind of cancellation happens in other matrix products too, and it becomes visible if you follow all the entries of E^m and not only the trace.

Let the orbital indices run over a finite set. Call a matrix T of operators an adjoint tensor if its entries have the same commutators with the generators as the entries of E do:

[T(i,j), E(k,l)] = δ(j,k) T(i,l) − δ(i,l) T(k,j).

The relations for the generators say exactly that E itself is an adjoint tensor.

The identity matrix is one too. Its entries are 0 or 1, so the left side vanishes. The right side is δ(j,k)δ(i,l) − δ(i,l)δ(k,j), which is also zero.

Now let S and T be adjoint tensors. The entry (ST)(i,j) is the sum over a of S(i,a)T(a,j), with the operators kept in this order. The Leibniz rule gives

[(ST)(i,j), E(k,l)] = Σ_a { S(i,a) [T(a,j), E(k,l)] + [S(i,a), E(k,l)] T(a,j) }.

Insert the two commutators. The first part becomes

Σ_a S(i,a) { δ(j,k) T(a,l) − δ(a,l) T(k,j) } = δ(j,k) (ST)(i,l) − S(i,l) T(k,j),

and the second becomes

Σ_a { δ(a,k) S(i,l) − δ(i,l) S(k,a) } T(a,j) = S(i,l) T(k,j) − δ(i,l) (ST)(k,j).

The product S(i,l)T(k,j) occurs once with each sign and in the same operator order, so it drops out. What remains is

[(ST)(i,j), E(k,l)] = δ(j,k) (ST)(i,l) − δ(i,l) (ST)(k,j),

so ST is an adjoint tensor. Since E^0 is the identity and E^(m+1) = E^m E, induction shows that every power E^m is an adjoint tensor.

For the trace of any adjoint tensor T, set j = i and sum over i:

[tr T, E(k,l)] = Σ_i { δ(i,k) T(i,l) − δ(i,l) T(k,i) } = T(k,l) − T(k,l) = 0.

With T = E^m this is the claim.

## Conserved quantities of a spin-free Hamiltonian

Write X = tr(E^m). Since X commutes with every generator, it commutes with all sums and products of generators. The entries of E^p are of this kind for p ≥ 1, and for p = 0 they are 0 or 1. Hence X commutes with tr(E^p), and the invariants commute among themselves.

The same holds for the Hamiltonian

H = Σ_pq h(p,q) E(p,q) + ½ Σ_pqrs g(p,q,r,s) { E(p,q)E(r,s) − δ(q,r) E(p,s) },

where h and g are the one- and two-electron integrals and p, q, r, s are now orbital indices. Every term is a complex number times a generator or a product of two generators, and X passes through each of them. For a spin-free Hamiltonian with one- and two-body terms in a finite orbital basis, H therefore maps each eigenspace of a Gelfand invariant into itself. In a basis of eigenvectors of that invariant, the matrix of H has no elements between different eigenvalues.

## One electron in d orbitals

Let d be the number of orbitals, take them to be orthonormal, and leave spin aside. The relations are satisfied by the operators e(i,j) = |i⟩⟨j| on the d-dimensional orbital space of one electron. From e(i,j)e(k,l) = δ(j,k) e(i,l) the commutator follows at once. If e is the matrix of these operators, then

(e²)(i,j) = Σ_a e(i,a)e(a,j) = d e(i,j),

because each of the d terms equals e(i,j). Repeating this gives (e^(m+1))(i,j) = d^m e(i,j). The trace is d^m Σ_i |i⟩⟨i|, which is d^m times the identity. Here the invariants are plain numbers, as they should be on a space where the generators comprise all the matrix units.

## Two Pauli matrices that break the result

Suppose that the commutation relations are not required. Take two orbitals and set

E(1,1) = σx, E(2,2) = σz, E(1,2) = E(2,1) = 0.

The relations would demand [E(1,1), E(2,2)] = 0, which is false here. The conclusion already fails for m = 1:

[tr E, E(1,1)] = [σx + σz, σx] = [σz, σx] = 2i σy ≠ 0.

Two orbitals are the fewest for which this can happen, since for a single orbital the relations reduce to [E(1,1), E(1,1)] = 0 and hold automatically.

## What the Lean theorems say

The type `n` is the finite set of orbital labels, and `R` is an arbitrary ring with unit, in general noncommutative, whose elements play the part of operators. The generators form `E : Matrix n n R`, a matrix with operator entries. Its power `E ^ m` is the ordinary matrix power, which contracts neighbouring indices and keeps the factors in their written order. `gelfandInvariant E m` is the trace of that power over the orbital labels, so it is again an operator. For m = 0 it is the number of orbitals times the unit of `R`.

`UnitaryGroupRelations E` is the commutation rule, with each Kronecker delta written as an `if`. It is a hypothesis about `E`. Physically, E(i,j) is meant to be an operator that moves an electron from orbital j to orbital i. The intended example is the spin-summed operator E(i,j) = Σ_σ a†(i,σ) a(j,σ), with a† and a the fermion creation and annihilation operators for orthonormal orbitals and σ the spin, but the file does not construct Fock space. Nor does it assume that E(j,i) is the adjoint of E(i,j), so unitarity itself plays no part.

The main theorem, `gelfandInvariant_commute`, reads: if `E` satisfies the relations, then for every natural number `m` and all labels `k` and `l`, the invariant of order `m` commutes with `E k l`. `Commute a b` means a b = b a. The ring may contain operators that are not built from the generators, such as single creation operators, and the theorem makes no statement about those. It also leaves open whether the invariants generate everything that commutes with the generators, and whether their eigenvalues distinguish all irreducible representations.

`gelfandInvariant_commute_gelfandInvariant` covers two invariants of any orders. For `gelfandInvariant_commute_hamiltonian` the ring must be an algebra over the complex numbers, so that integrals can multiply operators and commute with them. The integrals `h` and `g` are arbitrary complex functions of the labels, with no symmetry or hermiticity required, and `g p q r s` stands next to `E p q * E r s`, which is the charge-density ordering (pq|rs). Spin-dependent terms are not included.

Finally, `unitaryGroupRelations_witness` and `gelfandInvariant_matrixUnits` treat the one-electron operators, with `R` equal to the complex matrices over the same labels. `Fintype.card n` is the number d of orbitals.

```lean
import Mathlib

open Matrix

namespace GelfandInvariants

variable {n R : Type*} [Fintype n] [DecidableEq n] [Ring R]

/-- The commutation relations of the unitary-group generators:
`[E i j, E k l] = δ_jk E i l - δ_il E k j`. -/
def UnitaryGroupRelations (E : Matrix n n R) : Prop :=
  ∀ i j k l, E i j * E k l - E k l * E i j =
    (if j = k then E i l else 0) - (if i = l then E k j else 0)

/-- A matrix `T` of operators is an adjoint tensor if its entries have the commutators
`[T i j, E k l] = δ_jk T i l - δ_il T k j` with the generators. -/
def IsAdjointTensor (E T : Matrix n n R) : Prop :=
  ∀ i j k l, T i j * E k l - E k l * T i j =
    (if j = k then T i l else 0) - (if i = l then T k j else 0)

/-- The Gelfand invariant of order `m`: the trace of the `m`-th power of the matrix of
generators. -/
def gelfandInvariant (E : Matrix n n R) (m : ℕ) : R := (E ^ m).trace

/-- The spin-free Hamiltonian with one-electron integrals `h` and two-electron integrals `g`,
written in the generators `E`. -/
noncomputable def hamiltonian [Algebra ℂ R] (h : n → n → ℂ) (g : n → n → n → n → ℂ)
    (E : Matrix n n R) : R :=
  ∑ p, ∑ q, h p q • E p q + (1 / 2 : ℂ) • ∑ p, ∑ q, ∑ r, ∑ s,
    g p q r s • (E p q * E r s - if q = r then E p s else 0)

omit [Fintype n] in
/-- The identity matrix is an adjoint tensor. -/
theorem isAdjointTensor_one (E : Matrix n n R) : IsAdjointTensor E 1 := by
  intro i j k l
  have hl : (1 : Matrix n n R) i j * E k l - E k l * (1 : Matrix n n R) i j = 0 := by
    by_cases h : i = j <;> simp [Matrix.one_apply, h]
  rw [hl]
  simp only [Matrix.one_apply, eq_comm (a := k) (b := j)]
  split_ifs <;> simp

/-- The matrix product of two adjoint tensors is an adjoint tensor. -/
theorem IsAdjointTensor.mul {E S T : Matrix n n R} (hS : IsAdjointTensor E S)
    (hT : IsAdjointTensor E T) : IsAdjointTensor E (S * T) := by
  intro i j k l
  -- Leibniz rule for each term of the matrix product
  have step : ∀ a, S i a * T a j * E k l - E k l * (S i a * T a j) =
      S i a * ((if j = k then T a l else 0) - (if a = l then T k j else 0)) +
      ((if a = k then S i l else 0) - (if i = l then S k a else 0)) * T a j := by
    intro a
    rw [← hT a j k l, ← hS i a k l]
    noncomm_ring
  simp only [Matrix.mul_apply]
  rw [Finset.sum_mul, Finset.mul_sum, ← Finset.sum_sub_distrib,
    Finset.sum_congr rfl (fun a _ => step a)]
  -- the two contracted terms `S i l * T k j` cancel
  by_cases hjk : j = k <;> by_cases hil : i = l <;>
    simp only [hjk, hil, mul_sub, sub_mul, mul_ite, ite_mul, mul_zero, zero_mul,
      Finset.sum_add_distrib, Finset.sum_sub_distrib, Finset.sum_ite_eq',
      Finset.sum_const_zero, Finset.mem_univ, ↓reduceIte] <;>
    abel

/-- Every power of the matrix of generators is an adjoint tensor. -/
theorem isAdjointTensor_pow {E : Matrix n n R} (hE : UnitaryGroupRelations E) (m : ℕ) :
    IsAdjointTensor E (E ^ m) := by
  induction m with
  | zero => rw [pow_zero]; exact isAdjointTensor_one E
  | succ m ih => rw [pow_succ]; exact ih.mul hE

/-- The trace of an adjoint tensor commutes with every generator. -/
theorem IsAdjointTensor.trace_commute {E T : Matrix n n R} (hT : IsAdjointTensor E T)
    (k l : n) : Commute T.trace (E k l) := by
  have h0 : T.trace * E k l - E k l * T.trace = 0 := by
    simp only [Matrix.trace, Matrix.diag_apply, Finset.sum_mul, Finset.mul_sum]
    rw [← Finset.sum_sub_distrib, Finset.sum_congr rfl (fun i _ => hT i i k l)]
    simp [Finset.sum_sub_distrib]
  exact sub_eq_zero.mp h0

/-- The Gelfand invariants of every order commute with every generator of the unitary group. -/
theorem gelfandInvariant_commute {E : Matrix n n R} (hE : UnitaryGroupRelations E)
    (m : ℕ) (k l : n) : Commute (gelfandInvariant E m) (E k l) :=
  (isAdjointTensor_pow hE m).trace_commute k l

/-- The Gelfand invariants of any two orders commute with each other. -/
theorem gelfandInvariant_commute_gelfandInvariant {E : Matrix n n R}
    (hE : UnitaryGroupRelations E) (m p : ℕ) :
    Commute (gelfandInvariant E m) (gelfandInvariant E p) := by
  -- the invariant commutes with each entry of each power of `E`
  have key : ∀ i j, Commute (gelfandInvariant E m) ((E ^ p) i j) := by
    induction p with
    | zero =>
      intro i j
      by_cases h : i = j <;> simp [h]
    | succ p ih =>
      intro i j
      rw [pow_succ, Matrix.mul_apply]
      exact Commute.sum_right _ _ _ fun a _ =>
        (ih i a).mul_right (gelfandInvariant_commute hE m a j)
  exact Commute.sum_right _ _ _ fun i _ => key i i

/-- The Gelfand invariants commute with the spin-free Hamiltonian, for any one- and
two-electron integrals. -/
theorem gelfandInvariant_commute_hamiltonian [Algebra ℂ R] {E : Matrix n n R}
    (hE : UnitaryGroupRelations E) (h : n → n → ℂ) (g : n → n → n → n → ℂ) (m : ℕ) :
    Commute (gelfandInvariant E m) (hamiltonian h g E) := by
  have hc := gelfandInvariant_commute hE m
  unfold hamiltonian
  refine Commute.add_right ?_ (Commute.smul_right ?_ _)
  · exact Commute.sum_right _ _ _ fun p _ => Commute.sum_right _ _ _ fun q _ =>
      (hc p q).smul_right _
  · refine Commute.sum_right _ _ _ fun p _ => Commute.sum_right _ _ _ fun q _ =>
      Commute.sum_right _ _ _ fun r _ => Commute.sum_right _ _ _ fun s _ =>
      Commute.smul_right (Commute.sub_right ((hc p q).mul_right (hc r s)) ?_) _
    split_ifs
    · exact hc p s
    · exact Commute.zero_right _

/-- The one-electron operators `|i⟩⟨j|`, collected in a matrix of operators. -/
def matrixUnits (n : Type*) [DecidableEq n] : Matrix n n (Matrix n n ℂ) :=
  Matrix.of fun i j => Matrix.single i j 1

/-- The product rule `|i⟩⟨j| |k⟩⟨l| = δ_jk |i⟩⟨l|`. -/
theorem matrixUnits_mul (i j k l : n) :
    matrixUnits n i j * matrixUnits n k l = if j = k then matrixUnits n i l else 0 := by
  simp only [matrixUnits, Matrix.of_apply]
  split_ifs with h
  · subst h
    simp
  · simp [h]

/-- The one-electron operators `|i⟩⟨j|` satisfy the unitary-group relations. -/
theorem unitaryGroupRelations_witness : UnitaryGroupRelations (matrixUnits n) := by
  intro i j k l
  rw [matrixUnits_mul, matrixUnits_mul]
  congr 1
  by_cases h : i = l
  · simp [h]
  · simp [h, Ne.symm h]

/-- On the one-electron space with `d` orbitals, the Gelfand invariant of order `m + 1` is
`d ^ m` times the identity. -/
theorem gelfandInvariant_matrixUnits (m : ℕ) :
    gelfandInvariant (matrixUnits n) (m + 1) = ((Fintype.card n : ℂ) ^ m) • 1 := by
  -- each further factor contributes one free sum over orbitals
  have hpow : ∀ i j, (matrixUnits n ^ (m + 1)) i j =
      ((Fintype.card n : ℂ) ^ m) • matrixUnits n i j := by
    induction m with
    | zero => intro i j; simp
    | succ m ih =>
      intro i j
      rw [pow_succ, Matrix.mul_apply]
      simp only [ih, smul_mul_assoc, matrixUnits_mul, ↓reduceIte]
      rw [Finset.sum_const, Finset.card_univ, ← Nat.cast_smul_eq_nsmul ℂ, smul_smul,
        pow_succ, mul_comm]
  -- resolution of the identity
  have hone : ∑ i, matrixUnits n i i = 1 := by
    ext a b
    rw [Matrix.sum_apply, Finset.sum_eq_single a]
    · simp [matrixUnits, Matrix.single_apply, Matrix.one_apply]
    · intro x _ hx
      simp [matrixUnits, hx]
    · simp
  simp only [gelfandInvariant, Matrix.trace, Matrix.diag_apply, hpow]
  rw [← Finset.smul_sum, hone]

end GelfandInvariants
```

```lean
#print axioms GelfandInvariants.gelfandInvariant_commute
-- 'GelfandInvariants.gelfandInvariant_commute' depends on axioms: [propext, Classical.choice, Quot.sound]
#print axioms GelfandInvariants.gelfandInvariant_commute_gelfandInvariant
-- 'GelfandInvariants.gelfandInvariant_commute_gelfandInvariant' depends on axioms: [propext, Classical.choice, Quot.sound]
#print axioms GelfandInvariants.gelfandInvariant_commute_hamiltonian
-- 'GelfandInvariants.gelfandInvariant_commute_hamiltonian' depends on axioms: [propext, Classical.choice, Quot.sound]
#print axioms GelfandInvariants.gelfandInvariant_matrixUnits
-- 'GelfandInvariants.gelfandInvariant_matrixUnits' depends on axioms: [propext, Classical.choice, Quot.sound]
```

## How the Lean proof follows the algebra

`isAdjointTensor_one` treats the identity matrix. The auxiliary equation `hl` says that its entry at i, j commutes with `E k l`, and `split_ifs` then goes through the cases of the deltas on the right side.

`IsAdjointTensor.mul` carries the main argument. The statement `step` is the Leibniz rule for one value of the summation index a, with both commutators already inserted. It is proved by putting the commutators back with `rw` and letting `noncomm_ring` confirm the identity without exchanging any factors. The sums are then combined, and the proof distinguishes whether j = k and whether i = l, four cases in all. In each case `simp only` carries out the sums over the deltas that contain a, and `abel` cancels the two copies of S(i,l)T(k,j).

`isAdjointTensor_pow` is the induction on m. Its last step, `ih.mul hE`, passes the generator relations directly as the statement that `E` is an adjoint tensor, because the two definitions coincide when T is E.

`IsAdjointTensor.trace_commute` sums the diagonal commutators. The equation `h0` is the cancellation T(k,l) − T(k,l) = 0, and `sub_eq_zero` turns a vanishing commutator into commutation. The main theorem joins this lemma to the one on powers in a single line.

For two invariants, `key` shows by induction on p that the first invariant commutes with each entry of `E ^ p`; summing over the diagonal finishes the proof. The Hamiltonian is handled term by term: lemmas such as `Commute.sum_right` and `Commute.mul_right` reduce the goal to single generators, and `split_ifs` separates the cases q = r and q ≠ r of the one-body correction.

In the one-electron example, `matrixUnits_mul` is the product rule for |i⟩⟨j|, and the relations follow from using it twice. `hpow` is the induction that yields one factor d for each further multiplication, and `hone` is the resolution of the identity, Σ_i |i⟩⟨i| = 1, checked entry by entry.
